# A Hermitian kernel error \(D\) changes the propagator of a Hermitian exciton Hamiltonian by at most \(\|D\|/h^2\) at broadening \(h\)

We represent the two-particle Hamiltonian by a bounded self-adjoint operator \(H\) on a complex Hilbert space \(E\), and the resonant part of the four-point propagator, called the propagator below, by the inverse of an operator built from \(H\). In exciton theory this corresponds to a static kernel in the Tamm-Dancoff approximation, where the coupling between resonant and antiresonant pairs is neglected and the Hamiltonian is Hermitian. A finite basis of electron-hole pairs makes \(H\) a matrix and hence bounded.

## Bounds on the error and the factor of four at resonance

Let \(w\) be a real frequency and \(h>0\) a broadening, both in units of energy. Let \(D\) be an error in the kernel such that \(H+D\) is also self-adjoint. Write

\[
S=w+ih-H,\qquad S'=w+ih-H-D,\qquad L=S^{-1},\qquad L'=S'^{-1}.
\]

In operator norm,

\[
\|L'-L\|\le \frac{\|D\|}{h^2},\qquad \|L'-L-LDL\|\le\frac{\|D\|^2}{h^3}.
\]

These are upper bounds, so they do not by themselves say how the actual error responds to \(h\). At a fully degenerate resonance, \(H=w\cdot 1\), where every excitation energy equals \(w\), the response is definite: for a nonzero error \(tD\) with \(t\to0\), halving \(h\) multiplies the change of the propagator by a factor that tends to 4.

**The propagator is bounded by \(1/h\).** The spectrum of \(H\) is real, so \(w+ih\) is not in it and \(S\) is invertible. For any vector \(x\), the expectation value \(\langle x,Hx\rangle\) is real, hence

\[
\operatorname{Im}\langle x,Sx\rangle=h\|x\|^2 .
\]

By Cauchy-Schwarz, \(h\|x\|^2\le\|x\|\,\|Sx\|\), so \(h\|x\|\le\|Sx\|\); for \(x=0\) this is trivial. Setting \(x=Ly\) gives \(h\|Ly\|\le\|y\|\), that is, \(\|L\|\le1/h\). The same argument gives \(\|L'\|\le1/h\).

**The Bethe-Salpeter equation gives both bounds.** Since \(S-S'=D\),

\[
LDL'=L(S-S')L'=L'-L .
\]

Taking norms, \(\|L'-L\|\le\|L\|\,\|D\|\,\|L'\|\le\|D\|/h^2\). Subtracting \(LDL\) from both sides gives

\[
L'-L-LDL=LD(L'-L),
\]

whose norm is at most \((\|D\|/h)(\|D\|/h^2)=\|D\|^2/h^3\).

**Weak errors are governed by \(LDL\).** Let \(D\) be self-adjoint, \(t\) real and nonzero, and \(L_t\) the propagator of \(H+tD\). The second bound and the reverse triangle inequality give

\[
\left|\frac{\|L_t-L\|}{|t|}-\|LDL\|\right|\le |t|\,\frac{\|D\|^2}{h^3}\longrightarrow 0 .
\]

At the fully degenerate resonance \(H=w\cdot1\) we have \(L=(ih)^{-1}\cdot1\), so \(LDL=-D/h^2\) and \(\|LDL\|=\|D\|/h^2\). For \(D\ne0\), the ratio of the changes at \(h/2\) and \(h\) therefore tends to

\[
\frac{\|D\|/(h/2)^2}{\|D\|/h^2}=4 .
\]

For spectra computed with a static Hermitian kernel in the Tamm-Dancoff approximation, the first bound limits how far a kernel approximation can shift the propagator at a chosen broadening.

## The propagator as an operator inverse

In Lean 4 with Mathlib:

```lean
import Mathlib

open Complex Filter Topology

namespace BetheSalpeterKernelError

noncomputable section

variable {E : Type*} [NormedAddCommGroup E] [InnerProductSpace ℂ E] [CompleteSpace E]
```

The space `E` may have finite or infinite dimension. Its bounded operators have type `E →L[ℂ] E`, and the norm on that type is the operator norm.

```lean
/-- The operator `w + ih - H` at frequency `w` and broadening `h`. -/
def detuning (H : E →L[ℂ] E) (w h : ℝ) : E →L[ℂ] E :=
  ((w : ℂ) + (h : ℂ) * I) • (1 : E →L[ℂ] E) - H
```

`detuning H w h` is \(S\). The positive sign of \(ih\) fixes the retarded convention, and the propagator carries no additional prefactor.

```lean
/-- The four-point propagator `L = (w + ih - H)⁻¹` of the two-particle Hamiltonian `H`,
meant for those `w` and `h` at which `w + ih - H` is invertible. -/
def propagator (H : E →L[ℂ] E) (w h : ℝ) : E →L[ℂ] E :=
  Ring.inverse (detuning H w h)
```

`Ring.inverse` returns zero for an operator without an inverse, so invertibility is proved before the propagator is used.

```lean
/-- For self-adjoint `H` and positive broadening, `w + ih - H` is invertible. -/
theorem isUnit_detuning {H : E →L[ℂ] E} (hH : IsSelfAdjoint H) (w : ℝ) {h : ℝ}
    (hh : 0 < h) : IsUnit (detuning H w h) := by
  -- the spectrum of a self-adjoint operator is real
  have hz : ((w : ℂ) + (h : ℂ) * I) ∉ spectrum ℂ H := by
    intro hz
    have h1 := congrArg Complex.im (hH.mem_spectrum_eq_re hz)
    simp at h1
    linarith
  rw [spectrum.notMem_iff, Algebra.algebraMap_eq_smul_one] at hz
  exact hz
```

`IsUnit` means invertible. If \(w+ih\) belonged to the spectrum, it would equal its own real part; comparing imaginary parts would give \(h=0\), against `hh`.

## From the imaginary part to a norm bound

```lean
/-- For self-adjoint `H` and every vector `x`, the norm of `(w + ih - H) x` is at least `h * ‖x‖`.
-/
theorem broadening_mul_norm_le {H : E →L[ℂ] E} (hH : IsSelfAdjoint H) (w h : ℝ) (x : E) :
    h * ‖x‖ ≤ ‖detuning H w h x‖ := by
  -- the expectation value of `H` is real
  have hs : inner ℂ (H x) x = inner ℂ x (H x) :=
    (ContinuousLinearMap.isSelfAdjoint_iff_isSymmetric.mp hH) x x
  have hc := inner_conj_symm (𝕜 := ℂ) x (H x)
  rw [hs] at hc
  have him : (inner ℂ x (H x)).im = 0 := Complex.conj_eq_iff_im.mp hc
  have hn : inner ℂ x x = ((‖x‖ ^ 2 : ℝ) : ℂ) := by
    rw [inner_self_eq_norm_sq_to_K]
    exact (Complex.ofReal_pow _ _).symm
  have e : detuning H w h x = ((w : ℂ) + (h : ℂ) * I) • x - H x := rfl
  -- so only the broadening contributes to the imaginary part
  have key : (inner ℂ x (detuning H w h x)).im = h * ‖x‖ ^ 2 := by
    rw [e, inner_sub_right, inner_smul_right, hn, Complex.sub_im, him,
      Complex.im_mul_ofReal]
    simp
  have hb : h * ‖x‖ ^ 2 ≤ ‖x‖ * ‖detuning H w h x‖ := by
    rw [← key]
    exact (le_abs_self _).trans ((Complex.abs_im_le_norm _).trans (norm_inner_le_norm _ _))
  rcases eq_or_lt_of_le (norm_nonneg x) with h0 | h0
  · rw [← h0, mul_zero]
    exact norm_nonneg _
  · refine le_of_mul_le_mul_left ?_ h0
    linarith [hb, show ‖x‖ * (h * ‖x‖) = h * ‖x‖ ^ 2 by ring]
```

Here `him` records that the expectation value of \(H\) is real, `key` computes the imaginary part of \(\langle x,Sx\rangle\), and `hb` is the Cauchy-Schwarz step. The final case split separates \(\|x\|=0\) from the case where one may divide by \(\|x\|\).

```lean
/-- For self-adjoint `H` and `h > 0`, the propagator has operator norm at most `1/h`. -/
theorem norm_propagator_le {H : E →L[ℂ] E} (hH : IsSelfAdjoint H) (w : ℝ) {h : ℝ}
    (hh : 0 < h) : ‖propagator H w h‖ ≤ 1 / h := by
  refine ContinuousLinearMap.opNorm_le_bound _ (by positivity) fun x => ?_
  have h1 : detuning H w h * propagator H w h = 1 :=
    Ring.mul_inverse_cancel _ (isUnit_detuning hH w hh)
  have h2 : detuning H w h (propagator H w h x) = x :=
    congrArg (fun A : E →L[ℂ] E => A x) h1
  have h3 := broadening_mul_norm_le hH w h (propagator H w h x)
  rw [h2] at h3
  rw [div_mul_eq_mul_div, one_mul, le_div_iff₀ hh]
  linarith
```

The lemma applies the preceding inequality to the vector \(Lx\). The identity `h2` says \(SLx=x\), which turns it into \(h\|Lx\|\le\|x\|\).

## The Bethe-Salpeter equation and the two bounds

```lean
/-- The Bethe-Salpeter equation `L' = L + L D L'` links the propagators of the self-adjoint
Hamiltonians `H` and `H + D` at positive broadening. -/
theorem bethe_salpeter {H D : E →L[ℂ] E} (hH : IsSelfAdjoint H)
    (hHD : IsSelfAdjoint (H + D)) (w : ℝ) {h : ℝ} (hh : 0 < h) :
    propagator (H + D) w h =
      propagator H w h + propagator H w h * D * propagator (H + D) w h := by
  have h1 : propagator H w h * detuning H w h = 1 :=
    Ring.inverse_mul_cancel _ (isUnit_detuning hH w hh)
  have h2 : detuning (H + D) w h * propagator (H + D) w h = 1 :=
    Ring.mul_inverse_cancel _ (isUnit_detuning hHD w hh)
  have hD : detuning H w h - detuning (H + D) w h = D := by
    unfold detuning
    abel
  have h3 : propagator H w h * D * propagator (H + D) w h =
      propagator (H + D) w h - propagator H w h := by
    calc propagator H w h * D * propagator (H + D) w h
        = propagator H w h * (detuning H w h - detuning (H + D) w h)
            * propagator (H + D) w h := by rw [hD]
      _ = (propagator H w h * detuning H w h) * propagator (H + D) w h
            - propagator H w h * (detuning (H + D) w h * propagator (H + D) w h) := by
          noncomm_ring
      _ = _ := by rw [h1, h2, one_mul, mul_one]
  rw [h3]
  abel
```

The equation is derived from the two inverses. It relates the propagators of two Hamiltonians that differ by \(D\), which is the kernel error here; the full interaction kernel remains inside \(H\). The `calc` block inserts \(D=S-S'\), expands, and cancels \(LS=1\) and \(S'L'=1\).

```lean
/-- For self-adjoint `H` and `H + D` and broadening `h > 0`, a kernel error `D` changes the
propagator by at most `‖D‖/h²`, and the first-order term `L D L` captures the change up to
`‖D‖²/h³`. -/
theorem kernel_error_bounds {H D : E →L[ℂ] E} (hH : IsSelfAdjoint H)
    (hHD : IsSelfAdjoint (H + D)) (w : ℝ) {h : ℝ} (hh : 0 < h) :
    ‖propagator (H + D) w h - propagator H w h‖ ≤ ‖D‖ / h ^ 2 ∧
    ‖propagator (H + D) w h - propagator H w h
      - propagator H w h * D * propagator H w h‖ ≤ ‖D‖ ^ 2 / h ^ 3 := by
  have hL := norm_propagator_le hH w hh
  have hL' := norm_propagator_le hHD w hh
  have hB := bethe_salpeter hH hHD w hh
  generalize propagator (H + D) w h = L' at *
  generalize propagator H w h = L at *
  have e1 : L' - L = L * D * L' := sub_eq_iff_eq_add'.mpr hB
  have hLD : ‖L * D‖ ≤ 1 / h * ‖D‖ :=
    (norm_mul_le _ _).trans (mul_le_mul_of_nonneg_right hL (norm_nonneg _))
  have first : ‖L' - L‖ ≤ ‖D‖ / h ^ 2 := by
    calc ‖L' - L‖ = ‖L * D * L'‖ := by rw [← e1]
      _ ≤ ‖L * D‖ * ‖L'‖ := norm_mul_le _ _
      _ ≤ (1 / h * ‖D‖) * (1 / h) := by gcongr
      _ = ‖D‖ / h ^ 2 := by ring
  refine ⟨first, ?_⟩
  -- one more iteration of the Bethe-Salpeter equation
  have e2 : L' - L - L * D * L = L * D * (L' - L) := by
    rw [mul_sub, ← e1]
  calc ‖L' - L - L * D * L‖ = ‖L * D * (L' - L)‖ := by rw [e2]
    _ ≤ ‖L * D‖ * ‖L' - L‖ := norm_mul_le _ _
    _ ≤ (1 / h * ‖D‖) * (‖D‖ / h ^ 2) := by gcongr
    _ = ‖D‖ ^ 2 / h ^ 3 := by ring
```

The hypotheses `hH` and `hHD` say that both Hamiltonians are self-adjoint, and the conjunction contains the two bounds. In the proof, `e1` is the Bethe-Salpeter equation written as \(L'-L=LDL'\), and `e2` is its second iteration. Each `calc` block then multiplies norms. There is no smallness condition on \(D\). Both bounds are stated at one fixed \(w\), so \(D\) may differ from one frequency to another as long as \(H\) and \(H+D\) are self-adjoint at each.

## Weak errors and the limit of four

```lean
/-- For self-adjoint `H` and `D` and `h > 0`, the norm of the change of the propagator caused by a
kernel error `tD`, divided by `|t|`, tends to `‖L D L‖` as `t → 0` with `t ≠ 0`. -/
theorem weak_error_limit {H D : E →L[ℂ] E} (hH : IsSelfAdjoint H) (hD : IsSelfAdjoint D)
    (w : ℝ) {h : ℝ} (hh : 0 < h) :
    Tendsto (fun t : ℝ => ‖propagator (H + (t : ℂ) • D) w h - propagator H w h‖ / |t|)
      (𝓝[≠] 0) (𝓝 ‖propagator H w h * D * propagator H w h‖) := by
  rw [tendsto_iff_dist_tendsto_zero]
  refine squeeze_zero' (g := fun t : ℝ => |t| * (‖D‖ ^ 2 / h ^ 3))
    (Eventually.of_forall fun _ => dist_nonneg) ?_ ?_
  · filter_upwards [self_mem_nhdsWithin] with t ht
    have ht0 : 0 < |t| := abs_pos.mpr ht
    have hr : IsSelfAdjoint (t : ℂ) := Complex.conj_ofReal t
    have b := (kernel_error_bounds hH (hH.add (hr.smul hD)) w hh).2
    rw [mul_smul_comm, smul_mul_assoc, norm_smul, Complex.norm_real,
      Real.norm_eq_abs] at b
    have r := abs_norm_sub_norm_le (propagator (H + (t : ℂ) • D) w h - propagator H w h)
      ((t : ℂ) • (propagator H w h * D * propagator H w h))
    rw [norm_smul, Complex.norm_real, Real.norm_eq_abs] at r
    have e : ∀ a c : ℝ, a / |t| - c = (a - |t| * c) / |t| := fun a c => by
      rw [sub_div, mul_div_cancel_left₀ _ ht0.ne']
    rw [Real.dist_eq, e, abs_div, abs_abs, div_le_iff₀ ht0]
    exact (r.trans b).trans (le_of_eq (by ring))
  · have c : Continuous fun t : ℝ => |t| * (‖D‖ ^ 2 / h ^ 3) := by fun_prop
    exact (c.tendsto' 0 0 (by simp)).mono_left nhdsWithin_le_nhds
```

`Tendsto` with `𝓝[≠] 0` expresses the limit \(t\to0\) through nonzero real values. The inequality `b` is the second bound for \(tD\), and `r` is the reverse triangle inequality. `squeeze_zero'` traps the distance to the limit between zero and \(|t|\,\|D\|^2/h^3\).

```lean
/-- At resonance, `H = w`, and for `h > 0`, the first-order effect of any kernel error `D` has
norm exactly `‖D‖/h²`. -/
theorem resonant_first_order (D : E →L[ℂ] E) (w : ℝ) {h : ℝ} (hh : 0 < h) :
    ‖propagator ((w : ℂ) • (1 : E →L[ℂ] E)) w h * D
      * propagator ((w : ℂ) • (1 : E →L[ℂ] E)) w h‖ = ‖D‖ / h ^ 2 := by
  have hw : IsSelfAdjoint (w : ℂ) := Complex.conj_ofReal w
  have hne : (h : ℂ) * I ≠ 0 := mul_ne_zero (Complex.ofReal_ne_zero.mpr hh.ne') I_ne_zero
  have hS : detuning ((w : ℂ) • (1 : E →L[ℂ] E)) w h = ((h : ℂ) * I) • 1 := by
    unfold detuning
    rw [← sub_smul, add_sub_cancel_left]
  -- the propagator is the number `1/(ih)`
  have hL : propagator ((w : ℂ) • (1 : E →L[ℂ] E)) w h = ((h : ℂ) * I)⁻¹ • 1 := by
    have h1 : propagator ((w : ℂ) • (1 : E →L[ℂ] E)) w h
        * detuning ((w : ℂ) • (1 : E →L[ℂ] E)) w h = 1 :=
      Ring.inverse_mul_cancel _
        (isUnit_detuning (hw.smul (IsSelfAdjoint.one (E →L[ℂ] E))) w hh)
    rw [hS, mul_smul_comm, mul_one] at h1
    have h2 := inv_smul_smul₀ hne (propagator ((w : ℂ) • (1 : E →L[ℂ] E)) w h)
    rw [h1] at h2
    exact h2.symm
  have hc : ‖((h : ℂ) * I)⁻¹‖ = 1 / h := by
    rw [norm_inv, norm_mul, Complex.norm_I, mul_one, Complex.norm_real, Real.norm_eq_abs,
      abs_of_pos hh, one_div]
  rw [hL, smul_mul_assoc, one_mul, mul_smul_comm, mul_one, smul_smul, norm_smul, norm_mul, hc]
  ring
```

The Hamiltonian `(w : ℂ) • 1` places every excitation energy at \(w\), an idealised, fully degenerate resonance. The proof finds \(S=ih\cdot1\) in `hS` and \(L=(ih)^{-1}\cdot1\) in `hL`, then takes the norm. This identity holds for any bounded \(D\), self-adjoint or not.

```lean
/-- At resonance, `H = w`, halving the broadening `h > 0` multiplies the effect of a kernel
error `tD`, with `D` self-adjoint and nonzero, by a factor that tends to 4 as `t → 0`. -/
theorem halving_broadening_quadruples {D : E →L[ℂ] E} (hD : IsSelfAdjoint D) (hD0 : D ≠ 0)
    (w : ℝ) {h : ℝ} (hh : 0 < h) :
    Tendsto (fun t : ℝ =>
      ‖propagator ((w : ℂ) • 1 + (t : ℂ) • D) w (h / 2) - propagator ((w : ℂ) • 1) w (h / 2)‖
        / ‖propagator ((w : ℂ) • 1 + (t : ℂ) • D) w h - propagator ((w : ℂ) • 1) w h‖)
      (𝓝[≠] 0) (𝓝 4) := by
  have hw : IsSelfAdjoint (w : ℂ) := Complex.conj_ofReal w
  have hH := hw.smul (IsSelfAdjoint.one (E →L[ℂ] E))
  have hn : 0 < ‖D‖ := norm_pos_iff.mpr hD0
  have a := weak_error_limit hH hD w (half_pos hh)
  have b := weak_error_limit hH hD w hh
  rw [resonant_first_order D w (half_pos hh)] at a
  rw [resonant_first_order D w hh] at b
  have q := a.div b (by positivity)
  have e : ‖D‖ / (h / 2) ^ 2 / (‖D‖ / h ^ 2) = 4 := by
    have h1 := hn.ne'
    have h2 := hh.ne'
    rw [div_div_div_eq, div_eq_iff (by positivity)]
    ring
  rw [e] at q
  -- the common factor `|t|` cancels
  refine q.congr' ?_
  filter_upwards [self_mem_nhdsWithin] with t ht
  exact div_div_div_cancel_right₀ (abs_pos.mpr ht).ne' _ _

end

end BetheSalpeterKernelError
```

The weak-error limit is used at \(h/2\) and at \(h\), with the resonant value substituted in each. Dividing the limits gives 4, and the common factor \(|t|\) cancels. The condition `hD0` keeps the limiting denominator nonzero. The theorem fixes the limit of the ratio for this resonant Hamiltonian; it gives no factor for a general \(H\) or for an error of finite size.

```lean
#print axioms BetheSalpeterKernelError.kernel_error_bounds
#print axioms BetheSalpeterKernelError.halving_broadening_quadruples
```

```
'BetheSalpeterKernelError.kernel_error_bounds' depends on axioms: [propext, Classical.choice, Quot.sound]
'BetheSalpeterKernelError.halving_broadening_quadruples' depends on axioms: [propext, Classical.choice, Quot.sound]
```
